# For a flux-conserving transfer matrix M, the eigenspaces of M Mᴴ for exp(2t) and exp(−2t) have equal dimension

## Channels, amplitudes and flux

A scatterer is described by a finite set n of propagating channels. A wave on one side of it is a vector v of complex amplitudes vᵢ, one for each channel i in n, normalised so that |vᵢ|² is the magnitude of the flux in channel i. The transfer matrix M takes the amplitudes on the left of the scatterer to those on the right. Both sides use the same channel labels, so M is square.

Mᴴ is the conjugate transpose of M, and vᴴ u = Σᵢ v̄ᵢ uᵢ is the inner product. In Lean an amplitude vector is a function `n → ℂ`, a matrix acts on it by `*ᵥ`, and vᴴ u is written `star v ⬝ᵥ u`.

```lean
import Mathlib

open Matrix

namespace TransferMatrixPairing

noncomputable section

variable {n : Type*} [Fintype n] [DecidableEq n]
```

The direction of motion in each channel is given by a Boolean label `r i`, with `true` for a right mover and `false` for a left mover. The flux matrix Z is diagonal, with Zᵢᵢ = 1 for right movers and Zᵢᵢ = −1 for left movers, so the net flux carried by v is

vᴴ Z v = Σᵢ Zᵢᵢ |vᵢ|².

The numbers of right and left movers may differ. Evanescent channels are not included.

```lean
/-- The flux matrix `Z`: diagonal, with entry `1` for a right-moving channel (label `true`)
and `-1` for a left-moving one. -/
def flux (r : n → Bool) : Matrix n n ℂ :=
  Matrix.diagonal fun i => if r i = true then 1 else -1
```

The net flux must be the same on both sides of the scatterer for every vector v of amplitudes on the left: (M v)ᴴ Z (M v) = vᴴ Z v. This is equivalent to

Mᴴ Z M = Z.

The condition stands for elastic, coherent scattering with no absorption or gain. It is assumed here and not derived from a Hamiltonian.

```lean
/-- The transfer matrix `M` conserves flux: `Mᴴ Z M = Z`. -/
def ConservesFlux (r : n → Bool) (M : Matrix n n ℂ) : Prop :=
  Mᴴ * flux r * M = flux r
```

## The inverse of M Mᴴ

Each diagonal entry of Z squares to 1, hence Z² = 1.

```lean
/-- The flux matrix squares to the identity. -/
theorem flux_mul_self (r : n → Bool) : flux r * flux r = 1 := by
  unfold flux
  rw [Matrix.diagonal_mul_diagonal, ← Matrix.diagonal_one]
  congr 1
  funext i
  by_cases h : r i = true <;> simp [h]
```

Write Q = M Mᴴ. Flux conservation supplies a left inverse of M:

(Z Mᴴ Z) M = Z (Mᴴ Z M) = Z² = 1.

For a square matrix of finite size a left inverse is also a right inverse, so M Z Mᴴ Z = 1. Multiplying by Z from the right gives M Z Mᴴ = Z. Therefore

Q Z Q = M (Mᴴ Z M) Mᴴ = M Z Mᴴ = Z.

In the proof, `h1` is the left inverse, `mul_eq_one_comm` turns it into the right inverse `h2`, and the final `calc` is the last line above with a factor Z² = 1 inserted.

```lean
/-- For a flux-conserving `M`, the matrix `Q = M Mᴴ` satisfies `Q Z Q = Z`. -/
theorem sandwich {r : n → Bool} {M : Matrix n n ℂ} (hM : ConservesFlux r M) :
    M * Mᴴ * flux r * (M * Mᴴ) = flux r := by
  have hM' : Mᴴ * flux r * M = flux r := hM
  -- a left inverse of a square matrix is also a right inverse
  have h1 : (flux r * Mᴴ * flux r) * M = 1 := by
    calc (flux r * Mᴴ * flux r) * M = flux r * (Mᴴ * flux r * M) := by
          simp only [Matrix.mul_assoc]
      _ = 1 := by rw [hM', flux_mul_self]
  have h2 : M * (flux r * Mᴴ * flux r) = 1 := mul_eq_one_comm.mp h1
  calc M * Mᴴ * flux r * (M * Mᴴ) = M * (Mᴴ * flux r * M) * Mᴴ := by
        simp only [Matrix.mul_assoc]
    _ = M * flux r * Mᴴ * (flux r * flux r) := by rw [hM', flux_mul_self, mul_one]
    _ = (M * (flux r * Mᴴ * flux r)) * flux r := by simp only [Matrix.mul_assoc]
    _ = flux r := by rw [h2, one_mul]
```

The inverse of Q follows in one line:

Q (Z Q Z) = (Q Z Q) Z = Z² = 1.

The theorem states both that Q is invertible (`IsUnit`) and that its inverse is Z Q Z.

```lean
/-- For a flux-conserving `M`, the matrix `M Mᴴ` is invertible and its inverse is
`Z M Mᴴ Z`. -/
theorem isUnit_and_inverse {r : n → Bool} {M : Matrix n n ℂ} (hM : ConservesFlux r M) :
    IsUnit (M * Mᴴ) ∧ (M * Mᴴ)⁻¹ = flux r * (M * Mᴴ) * flux r := by
  have h : (M * Mᴴ) * (flux r * (M * Mᴴ) * flux r) = 1 := by
    calc (M * Mᴴ) * (flux r * (M * Mᴴ) * flux r)
        = (M * Mᴴ * flux r * (M * Mᴴ)) * flux r := by simp only [Matrix.mul_assoc]
      _ = 1 := by rw [sandwich hM, flux_mul_self]
  exact ⟨⟨⟨_, _, h, mul_eq_one_comm.mp h⟩, rfl⟩, Matrix.inv_eq_right_inv h⟩
```

## Every eigenvalue is exp(2t)

A nonzero vector u has uᴴ u = Σᵢ |uᵢ|² > 0, because no term is negative and at least one is positive. The lemma returns this number as a positive real `a` whose complex version equals the inner product.

```lean
omit [DecidableEq n] in
/-- A nonzero complex amplitude vector has a positive real squared norm. -/
theorem sq_norm_pos {u : n → ℂ} (hu : u ≠ 0) :
    ∃ a : ℝ, 0 < a ∧ star u ⬝ᵥ u = (a : ℂ) := by
  obtain ⟨i, hi⟩ := Function.ne_iff.mp hu
  refine ⟨∑ j, Complex.normSq (u j), ?_, ?_⟩
  · exact Finset.sum_pos' (fun j _ => Complex.normSq_nonneg _)
      ⟨i, Finset.mem_univ i, Complex.normSq_pos.2 hi⟩
  · simp [dotProduct, Complex.normSq_eq_conj_mul_self]
```

Let Q v = x v with v ≠ 0, where x may at first be any complex number. Put w = Mᴴ v. If w were zero, then Q v = M w = 0, and

v = Z² v = Z (Q Z Q) v = Z Q Z (Q v) = 0,

a contradiction. So w ≠ 0. Taking the inner product of the eigenvalue equation with v gives

x (vᴴ v) = vᴴ M Mᴴ v = wᴴ w.

With a = vᴴ v and b = wᴴ w this reads x = b/a, a ratio of two positive numbers. For a normalised eigenvector a = 1, and x is simply the squared norm of Mᴴ v. Setting t = ½ ln(b/a) gives x = exp(2t).

The identity between the inner products is `key` in the proof, and the value of t is supplied in the `refine` line.

```lean
/-- For a flux-conserving `M`, every eigenvalue of `M Mᴴ` is `exp(2t)` for some real `t`. -/
theorem eigenvalue_eq_exp {r : n → Bool} {M : Matrix n n ℂ} (hM : ConservesFlux r M)
    {v : n → ℂ} (hv0 : v ≠ 0) {x : ℂ} (hv : (M * Mᴴ) *ᵥ v = x • v) :
    ∃ t : ℝ, x = (Real.exp (2 * t) : ℂ) := by
  have hw : Mᴴ *ᵥ v ≠ 0 := by
    intro hw
    have hQ : (M * Mᴴ) *ᵥ v = 0 := by
      rw [← Matrix.mulVec_mulVec, hw, Matrix.mulVec_zero]
    apply hv0
    calc v = (flux r * flux r) *ᵥ v := by rw [flux_mul_self, Matrix.one_mulVec]
      _ = flux r *ᵥ ((M * Mᴴ * flux r * (M * Mᴴ)) *ᵥ v) := by
          rw [sandwich hM, Matrix.mulVec_mulVec]
      _ = 0 := by
          rw [← Matrix.mulVec_mulVec v (M * Mᴴ * flux r) (M * Mᴴ), hQ,
            Matrix.mulVec_zero, Matrix.mulVec_zero]
  -- the eigenvalue is a ratio of two squared norms
  have key : star v ⬝ᵥ ((M * Mᴴ) *ᵥ v) = star (Mᴴ *ᵥ v) ⬝ᵥ (Mᴴ *ᵥ v) := by
    rw [Matrix.star_mulVec, Matrix.conjTranspose_conjTranspose,
      ← Matrix.dotProduct_mulVec, Matrix.mulVec_mulVec]
  obtain ⟨a, ha, hav⟩ := sq_norm_pos hv0
  obtain ⟨b, hb, hbw⟩ := sq_norm_pos hw
  rw [hv, dotProduct_smul, smul_eq_mul, hav, hbw] at key
  refine ⟨Real.log (b / a) / 2, ?_⟩
  have h2 : 2 * (Real.log (b / a) / 2) = Real.log (b / a) := by ring
  rw [h2, Real.exp_log (div_pos hb ha), Complex.ofReal_div,
    eq_div_iff (Complex.ofReal_ne_zero.2 ha.ne')]
  exact key
```

## Z exchanges the eigenspaces for x and 1/x

Let x y = 1 and Q v = x v. Then

x Q (Z v) = Q Z (x v) = Q Z Q v = Z v.

Multiplying by y gives

Q (Z v) = y (Z v).

Reversing the sign of the left-moving amplitudes therefore turns a solution for x into a solution for 1/x.

```lean
/-- For a flux-conserving `M` and `x y = 1`, the flux matrix turns a solution of `M Mᴴ v = x v` into
a solution of the same equation with `y` in place of `x`. -/
theorem flux_maps_eigenvector {r : n → Bool} {M : Matrix n n ℂ} (hM : ConservesFlux r M)
    {x y : ℂ} (hxy : x * y = 1) {v : n → ℂ} (hv : (M * Mᴴ) *ᵥ v = x • v) :
    (M * Mᴴ) *ᵥ (flux r *ᵥ v) = y • (flux r *ᵥ v) := by
  have h : x • ((M * Mᴴ) *ᵥ (flux r *ᵥ v)) = flux r *ᵥ v := by
    rw [← Matrix.mulVec_smul, ← Matrix.mulVec_smul, ← hv, Matrix.mulVec_mulVec,
      Matrix.mulVec_mulVec, sandwich hM]
  calc (M * Mᴴ) *ᵥ (flux r *ᵥ v) = y • (x • ((M * Mᴴ) *ᵥ (flux r *ᵥ v))) := by
        rw [smul_smul, mul_comm y x, hxy, one_smul]
    _ = y • (flux r *ᵥ v) := by rw [h]
```

Let E(x) be the eigenspace of Q for x, that is, all v with Q v = x v. The step above says that Z maps E(x) into E(y). It loses no information, since Z u = Z w implies u = Z² u = Z² w = w. An injective linear map cannot lower the dimension, so

dim E(x) ≤ dim E(y).

In Lean, `Matrix.toLin'` regards Q as a linear map, `Module.finrank ℂ` is the complex dimension, and `restrict` makes Z a map from one eigenspace to the other.

```lean
/-- For a flux-conserving `M` and `x y = 1`, the dimension of the eigenspace of `M Mᴴ` for `x` is at
most that of the eigenspace for `y`. -/
theorem finrank_eigenspace_le {r : n → Bool} {M : Matrix n n ℂ} (hM : ConservesFlux r M)
    {x y : ℂ} (hxy : x * y = 1) :
    Module.finrank ℂ (Module.End.eigenspace (Matrix.toLin' (M * Mᴴ)) x) ≤
      Module.finrank ℂ (Module.End.eigenspace (Matrix.toLin' (M * Mᴴ)) y) := by
  have hmap : ∀ v ∈ Module.End.eigenspace (Matrix.toLin' (M * Mᴴ)) x,
      Matrix.toLin' (flux r) v ∈ Module.End.eigenspace (Matrix.toLin' (M * Mᴴ)) y := by
    intro v hv
    rw [Module.End.mem_eigenspace_iff, Matrix.toLin'_apply] at hv
    rw [Module.End.mem_eigenspace_iff, Matrix.toLin'_apply, Matrix.toLin'_apply]
    exact flux_maps_eigenvector hM hxy hv
  apply LinearMap.finrank_le_finrank_of_injective
    (f := (Matrix.toLin' (flux r)).restrict hmap)
  -- the flux matrix is its own inverse, hence injective
  intro u w huw
  apply Subtype.ext
  have h : flux r *ᵥ (u : n → ℂ) = flux r *ᵥ (w : n → ℂ) := congrArg Subtype.val huw
  have h' := congrArg (fun z => flux r *ᵥ z) h
  simpa only [Matrix.mulVec_mulVec, flux_mul_self, Matrix.one_mulVec] using h'
```

The hypothesis x y = 1 is symmetric in x and y, so the opposite inequality holds as well. Taking x = exp(2t) and y = exp(−2t) gives

dim E(exp(2t)) = dim E(exp(−2t)) for every real t.

If exp(2t) is not an eigenvalue, both dimensions are zero. At t = 0 the two eigenspaces coincide, so the eigenvalue 1 is its own partner; when all channels run the same way, it is the only eigenvalue that can occur.

The theorem joins this equality to the form of the eigenvalues, and `le_antisymm` combines the two inequalities.

```lean
/-- For a flux-conserving `M`, all eigenvalues of `M Mᴴ` have the form `exp(2t)` with `t`
real, and the eigenspaces for `exp(2t)` and `exp(-2t)` have equal dimension. -/
theorem transfer_pairing {r : n → Bool} {M : Matrix n n ℂ} (hM : ConservesFlux r M) :
    (∀ x : ℂ, Module.End.HasEigenvalue (Matrix.toLin' (M * Mᴴ)) x →
      ∃ t : ℝ, x = (Real.exp (2 * t) : ℂ)) ∧
    ∀ t : ℝ,
      Module.finrank ℂ (Module.End.eigenspace (Matrix.toLin' (M * Mᴴ))
        (Real.exp (2 * t) : ℂ)) =
      Module.finrank ℂ (Module.End.eigenspace (Matrix.toLin' (M * Mᴴ))
        (Real.exp (-(2 * t)) : ℂ)) := by
  constructor
  · intro x hx
    obtain ⟨v, hv⟩ := hx.exists_hasEigenvector
    have h := hv.apply_eq_smul
    rw [Matrix.toLin'_apply] at h
    exact eigenvalue_eq_exp hM hv.2 h
  · intro t
    have h : (Real.exp (2 * t) : ℂ) * (Real.exp (-(2 * t)) : ℂ) = 1 := by
      rw [← Complex.ofReal_mul, ← Real.exp_add, add_neg_cancel, Real.exp_zero,
        Complex.ofReal_one]
    exact le_antisymm (finrank_eigenspace_le hM h)
      (finrank_eigenspace_le hM ((mul_comm _ _).trans h))
```

For non-interacting electrons scattered coherently among finitely many propagating channels, equally many in each direction, a standard relation that is quoted here without proof gives the eigenvalues of T Tᴴ, where T is the matrix of transmission amplitudes, as 1/cosh² t, so that t and −t belong to the same eigenvalue. With one channel in each direction, this eigenvalue is the transmission probability.

## Eigenvectors with t ≠ 0 carry no net flux

Since Q is Hermitian, Q Z Q = Z gives

(Q v)ᴴ Z (Q v) = vᴴ Q Z Q v = vᴴ Z v.

If Q v = exp(2t) v, the left side equals exp(4t) vᴴ Z v. Hence

(exp(4t) − 1) vᴴ Z v = 0,

and for t ≠ 0 the flux vᴴ Z v must vanish. A normalised eigenvector of this kind has total weight ½ in the right movers and ½ in the left movers. As amplitudes on the right of the scatterer, it describes a state with waves arriving from both sides, so its zero net flux does not mean zero transmission.

In the proof, `h` is the first equation and `hz` the factored one. If the first factor vanished, the exponential would force t = 0.

```lean
/-- For a flux-conserving `M`, an eigenvector of `M Mᴴ` for `exp(2t)` with `t ≠ 0` carries no net
flux. -/
theorem eigenvector_flux_zero {r : n → Bool} {M : Matrix n n ℂ} (hM : ConservesFlux r M)
    {t : ℝ} (ht : t ≠ 0) {v : n → ℂ}
    (hv : (M * Mᴴ) *ᵥ v = (Real.exp (2 * t) : ℂ) • v) :
    star v ⬝ᵥ (flux r *ᵥ v) = 0 := by
  -- `M Mᴴ` leaves the net flux of `v` unchanged
  have h : star ((M * Mᴴ) *ᵥ v) ⬝ᵥ (flux r *ᵥ ((M * Mᴴ) *ᵥ v)) =
      star v ⬝ᵥ (flux r *ᵥ v) := by
    rw [Matrix.star_mulVec, Matrix.conjTranspose_mul, Matrix.conjTranspose_conjTranspose,
      ← Matrix.dotProduct_mulVec, Matrix.mulVec_mulVec, Matrix.mulVec_mulVec, sandwich hM]
  rw [hv, star_smul, Matrix.mulVec_smul, smul_dotProduct, dotProduct_smul, smul_eq_mul,
    smul_eq_mul, Complex.star_def, Complex.conj_ofReal] at h
  have hz : ((Real.exp (2 * t) : ℂ) * (Real.exp (2 * t) : ℂ) - 1) *
      (star v ⬝ᵥ (flux r *ᵥ v)) = 0 := by linear_combination h
  refine (mul_eq_zero.mp hz).resolve_left fun h0 => ht ?_
  have h1 : Real.exp (2 * t) * Real.exp (2 * t) = 1 := by
    exact_mod_cast sub_eq_zero.mp h0
  rw [← Real.exp_add, Real.exp_eq_one_iff] at h1
  linarith
```

## A barrier with one channel in each direction

Take two channels, 0 moving right and 1 moving left, and write c = cosh t and s = sinh t. The one-parameter family

M = [[c, s], [s, c]]

has real amplitudes; a general scatterer of this size also has phases, which are left out.

```lean
/-- The transfer matrix of a model barrier with one channel in each direction: `cosh t` on the
diagonal and `sinh t` off it. -/
def barrier (t : ℝ) : Matrix (Fin 2) (Fin 2) ℂ :=
  !![(Real.cosh t : ℂ), (Real.sinh t : ℂ); (Real.sinh t : ℂ), (Real.cosh t : ℂ)]
```

Here Mᴴ = M, and c² − s² = 1 gives

Mᴴ Z M = [[c² − s², 0], [0, s² − c²]] = Z.

The product is Q = [[c² + s², 2cs], [2cs, c² + s²]], so

Q (1, 1) = (c + s)² (1, 1) = exp(2t) (1, 1),

Q (1, −1) = (c − s)² (1, −1) = exp(−2t) (1, −1).

The normalised eigenvectors are (1, 1)/√2 and (1, −1)/√2, and Z exchanges them. The proof replaces cosh t and sinh t by `c` and `s`, keeps the relation c² = s² + 1, and compares entries.

```lean
/-- The barrier conserves flux, and `(1, 1)` and `(1, -1)` are eigenvectors of `M Mᴴ` for
`exp(2t)` and `exp(-2t)`. -/
theorem barrier_witness (t : ℝ) :
    ConservesFlux ![true, false] (barrier t) ∧
    (barrier t * (barrier t)ᴴ) *ᵥ ![1, 1] = (Real.exp (2 * t) : ℂ) • ![1, 1] ∧
    (barrier t * (barrier t)ᴴ) *ᵥ ![1, -1] = (Real.exp (-(2 * t)) : ℂ) • ![1, -1] := by
  have h1 := Real.cosh_sq t
  have h2 : Real.exp (2 * t) = (Real.cosh t + Real.sinh t) ^ 2 := by
    rw [Real.cosh_add_sinh, sq, ← Real.exp_add]
    congr 1
    ring
  have h3 : Real.exp (-(2 * t)) = (Real.cosh t - Real.sinh t) ^ 2 := by
    rw [Real.cosh_sub_sinh, sq, ← Real.exp_add]
    congr 1
    ring
  unfold barrier
  rw [h2, h3]
  clear h2 h3
  -- only `c² = s² + 1` matters from here on
  generalize Real.cosh t = c at h1 ⊢
  generalize Real.sinh t = s at h1 ⊢
  have hc : (c : ℂ) ^ 2 = (s : ℂ) ^ 2 + 1 := by exact_mod_cast h1
  have hH : (!![(c : ℂ), (s : ℂ); (s : ℂ), (c : ℂ)])ᴴ = !![(c : ℂ), (s : ℂ); (s : ℂ), (c : ℂ)] := by
    ext i j
    fin_cases i <;> fin_cases j <;> simp
  have hZ : flux ![true, false] = !![(1 : ℂ), 0; 0, -1] := by
    ext i j
    fin_cases i <;> fin_cases j <;> simp [flux]
  refine ⟨?_, ?_, ?_⟩
  · unfold ConservesFlux
    rw [hH, hZ, Matrix.mul_fin_two, Matrix.mul_fin_two]
    ext i j
    fin_cases i <;> fin_cases j
    · change ((c : ℂ) * 1 + s * 0) * c + (c * 0 + s * (-1)) * s = 1
      linear_combination hc
    · change ((c : ℂ) * 1 + s * 0) * s + (c * 0 + s * (-1)) * c = 0
      ring
    · change ((s : ℂ) * 1 + c * 0) * c + (s * 0 + c * (-1)) * s = 0
      ring
    · change ((s : ℂ) * 1 + c * 0) * s + (s * 0 + c * (-1)) * c = -1
      linear_combination -hc
  · rw [hH, Matrix.mul_fin_two]
    ext i
    fin_cases i <;> simp [Matrix.mulVec, dotProduct, Fin.sum_univ_two] <;> ring
  · rw [hH, Matrix.mul_fin_two]
    ext i
    fin_cases i <;> simp [Matrix.mulVec, dotProduct, Fin.sum_univ_two] <;> ring

end

end TransferMatrixPairing
```

```lean
#print axioms TransferMatrixPairing.isUnit_and_inverse
-- 'TransferMatrixPairing.isUnit_and_inverse' depends on axioms: [propext, Classical.choice, Quot.sound]
#print axioms TransferMatrixPairing.transfer_pairing
-- 'TransferMatrixPairing.transfer_pairing' depends on axioms: [propext, Classical.choice, Quot.sound]
#print axioms TransferMatrixPairing.eigenvector_flux_zero
-- 'TransferMatrixPairing.eigenvector_flux_zero' depends on axioms: [propext, Classical.choice, Quot.sound]
```

## The barrier at t = ln 2

For t = ln 2, cosh t = 5/4 and sinh t = 3/4, so

M = [[5/4, 3/4], [3/4, 5/4]],

Q = [[17/8, 15/8], [15/8, 17/8]].

The eigenvalues are 17/8 + 15/8 = 4 and 17/8 − 15/8 = 1/4, which are exp(2t) and exp(−2t). The inverse formula gives

Z Q Z = [[17/8, −15/8], [−15/8, 17/8]],

and in the product with Q the diagonal entries are (289 − 225)/64 = 1 and the others cancel.

For a wave coming in from the left, let ρ and τ be the reflected and transmitted amplitudes. Then M (1, ρ) = (τ, 0). The second row gives ρ = −3/5, and the first gives τ = 5/4 − 9/20 = 4/5. The reflection and transmission probabilities are 9/25 and 16/25. They add up to 1, and 16/25 is 1/cosh² t.
